# With traceless orthonormal operators, the coefficients of a Lindblad-type generator can be read off from its action on matrix units

The generator `L` acts on matrices over a finite index set and consists of a commutator with `H` and a double sum of dissipative terms, built from operators `F_a` and weighted by coefficients `C_ab`. The `F_a` are assumed traceless and orthonormal for the Hilbert-Schmidt inner product `tr (A† B)`, while `H` and `C` may be any complex matrices, so `H` need not be Hermitian nor `C` positive. `coefficient_recovery` states that `C_cd` is the trace of `F_c†` times `∑_ij L(E_ij) F_d E_ji`, where the `E_ij` are the matrix units. The attempt expands this sum with `probe_generator`, then leaves it to a single `simp` call to remove the terms that vanish by tracelessness and to evaluate the rest by orthonormality.

An attempt in Lean 4 with a fault in it:

```lean
import Mathlib

open Matrix

namespace CoefficientRecovery

noncomputable section

variable {n ι : Type*} [Fintype n] [DecidableEq n] [Fintype ι] [DecidableEq ι]

/-- A family of traceless matrices that is orthonormal for the Hilbert-Schmidt
inner product `tr (A† B)`. -/
structure TracelessOrthonormal (F : ι → Matrix n n ℂ) : Prop where
  traceless : ∀ a, (F a).trace = 0
  orthonormal : ∀ a b, ((F a)ᴴ * F b).trace = if a = b then 1 else 0

/-- The generator `-i[H,ρ] + ∑ C_ab (F_a ρ F_b† - ½ {F_b† F_a, ρ})`. -/
def generator (H : Matrix n n ℂ) (F : ι → Matrix n n ℂ) (C : Matrix ι ι ℂ)
    (ρ : Matrix n n ℂ) : Matrix n n ℂ :=
  (-Complex.I) • (H * ρ - ρ * H) + ∑ a, ∑ b, C a b •
    (F a * ρ * (F b)ᴴ - (1 / 2 : ℂ) • ((F b)ᴴ * F a * ρ + ρ * ((F b)ᴴ * F a)))

/-- The map `ρ ↦ A ρ B`. -/
def sandwich (A B : Matrix n n ℂ) : Matrix n n ℂ → Matrix n n ℂ := fun ρ => A * ρ * B

/-- The probe `L ↦ ∑_ij L(E_ij) Y E_ji`, which tests a map `L` on all matrix units `E_ij`. -/
def probe (Y : Matrix n n ℂ) : (Matrix n n ℂ → Matrix n n ℂ) →ₗ[ℂ] Matrix n n ℂ where
  toFun L := ∑ i, ∑ j, L (Matrix.single i j 1) * Y * Matrix.single j i 1
  map_add' L M := by simp only [Pi.add_apply, add_mul, Finset.sum_add_distrib]
  map_smul' c L := by
    simp only [Pi.smul_apply, smul_mul_assoc, Finset.smul_sum, RingHom.id_apply]

/-- Probing the map `ρ ↦ A ρ B` returns `A` multiplied by the number `tr (B Y)`. -/
theorem probe_sandwich (A B Y : Matrix n n ℂ) :
    probe Y (sandwich A B) = (B * Y).trace • A := by
  -- a matrix between two matrix units contributes one diagonal entry
  have h1 : ∀ (M : Matrix n n ℂ) (i j : n),
      Matrix.single i j (1 : ℂ) * M * Matrix.single j i 1
        = M j j • Matrix.single i i (1 : ℂ) := by
    intro M i j
    ext p q
    rcases eq_or_ne i p with rfl | hp <;> rcases eq_or_ne i q with rfl | hq <;>
      simp [Matrix.mul_apply, Matrix.single_apply, *]
  have h2 : ∑ i : n, Matrix.single i i (1 : ℂ) = 1 := by
    ext p q
    simp [Matrix.sum_apply, Matrix.single_apply, ite_and, Matrix.one_apply]
  calc probe Y (sandwich A B)
      = ∑ i, ∑ j, (B * Y) j j • (A * Matrix.single i i (1 : ℂ)) := by
        refine Finset.sum_congr rfl fun i _ => Finset.sum_congr rfl fun j _ => ?_
        rw [← mul_smul_comm, ← h1]
        simp only [sandwich, mul_assoc]
    _ = (B * Y).trace • A := by
        simp only [← Finset.sum_smul, ← Finset.smul_sum, ← Finset.mul_sum]
        rw [h2, mul_one]
        rfl

omit [DecidableEq ι] in
/-- The probe of a complete generator, term by term. -/
theorem probe_generator (H Y : Matrix n n ℂ) (F : ι → Matrix n n ℂ) (C : Matrix ι ι ℂ) :
    probe Y (generator H F C) =
      (-Complex.I) • (Y.trace • H - (H * Y).trace • (1 : Matrix n n ℂ)) +
      ∑ a, ∑ b, C a b • (((F b)ᴴ * Y).trace • F a - (1 / 2 : ℂ) •
        (Y.trace • ((F b)ᴴ * F a) + ((F b)ᴴ * F a * Y).trace • (1 : Matrix n n ℂ))) := by
  have h : generator H F C = (-Complex.I) • (sandwich H 1 - sandwich 1 H) +
      ∑ a, ∑ b, C a b • (sandwich (F a) (F b)ᴴ - (1 / 2 : ℂ) •
        (sandwich ((F b)ᴴ * F a) 1 + sandwich 1 ((F b)ᴴ * F a))) := by
    funext ρ
    simp only [generator, sandwich, Pi.add_apply, Pi.sub_apply, Pi.smul_apply,
      Finset.sum_apply, mul_one, one_mul]
  rw [h]
  simp only [map_add, map_sub, map_smul, map_sum, probe_sandwich, one_mul]

/-- For a traceless orthonormal family, each coefficient `C_cd` is read off from the action
of the generator on the matrix units. -/
theorem coefficient_recovery {F : ι → Matrix n n ℂ} (hF : TracelessOrthonormal F)
    (H : Matrix n n ℂ) (C : Matrix ι ι ℂ) (c d : ι) :
    ((F c)ᴴ * probe (F d) (generator H F C)).trace = C c d := by
  have hc : ((F c)ᴴ).trace = 0 := by
    rw [Matrix.trace_conjTranspose, hF.traceless, star_zero]
  rw [probe_generator]
  simp [Matrix.mul_add, Matrix.mul_sub, Finset.mul_sum, Matrix.trace_sum,
    hF.traceless, hF.orthonormal, hc]

end

end CoefficientRecovery
```

The compiler's answer:

```
Main.lean:77:62: error: unsolved goals
n : Type u_1
ι : Type u_2
inst✝³ : Fintype n
inst✝² : DecidableEq n
inst✝¹ : Fintype ι
inst✝ : DecidableEq ι
F : ι → Matrix n n ℂ
hF : TracelessOrthonormal F
H : Matrix n n ℂ
C : Matrix ι ι ℂ
c d : ι
hc : (F c)ᴴ.trace = 0
⊢ ∑ x, ∑ x_1, C x x_1 * (if x_1 = d then (F c)ᴴ * F x else 0).trace = C c d
```

Cause. The error shows what `simp` left unproved. The terms with `H` and the anticommutator are gone, but the double sum remains.

Orthonormality is needed twice. Its first use turned the trace of `(F b)ᴴ * F d` into an `if` that is 1 or 0, a scalar multiplying `F a`. `simp` then moved this `if` into the matrix, leaving the trace of `if x_1 = d then (F c)ᴴ * F x else 0`. `hF.orthonormal` needs the trace of a bare product, so it could not be applied a second time.

The repair uses `simp only` with a fixed list of lemmas, none of which moves an `if` into a matrix. The scalar stays a scalar: `mul_smul_comm` takes it out of the product and `Matrix.trace_smul` out of the trace. The trace of `(F c)ᴴ * F a` is then exposed, and `hF.orthonormal` applies to it as well.

What remains is a double sum of coefficients times two such 1-or-0 factors. `Finset.sum_eq_single`, used once for each sum, keeps only the term with `a = c` and `b = d`, which the last `simp` evaluates to `C c d`.

After these edits no error is left:

```diff
@@ -79,6 +79,19 @@
     rw [Matrix.trace_conjTranspose, hF.traceless, star_zero]
   rw [probe_generator]
-  simp [Matrix.mul_add, Matrix.mul_sub, Finset.mul_sum, Matrix.trace_sum,
-    hF.traceless, hF.orthonormal, hc]
+  simp only [mul_add, mul_sub, mul_neg, mul_smul_comm, mul_one, Finset.mul_sum,
+    Matrix.trace_add, Matrix.trace_sub, Matrix.trace_neg, Matrix.trace_smul,
+    Matrix.trace_sum, hF.traceless, hF.orthonormal, hc, zero_smul,
+    smul_zero, zero_sub, sub_zero, neg_zero, zero_add]
+  -- only the term with `a = c` and `b = d` survives
+  refine (Finset.sum_eq_single c ?_ ?_).trans ((Finset.sum_eq_single d ?_ ?_).trans ?_)
+  · intro a _ ha
+    exact Finset.sum_eq_zero fun b _ => by simp [ha.symm]
+  · intro h
+    exact absurd (Finset.mem_univ c) h
+  · intro b _ hb
+    simp [hb]
+  · intro h
+    exact absurd (Finset.mem_univ d) h
+  · simp
 
 end
```
